# Exciton–lattice coupling on a ring: stationary states, and when a one-site exciton lies below the uniform one

An exciton in a molecular ring lowers its energy by hopping, which favours spreading over all sites. It also pushes the nuclei out of their equilibrium positions, and the energy gained from that distortion is larger when the exciton sits in one place. Which tendency wins when the exciton must choose between a single site and the whole ring?

Let the ring have N sites, with a real exciton amplitude A_i and a lattice displacement u_i at site i, indices taken modulo N. Hopping has a given real parameter t, positive when hopping favours the uniform state, and acts as

(HA)_i = −t (A_{i+1} + A_{i−1}),

and the energy is

E[A,u] = ∑ A_i (HA)_i + g ∑ u_i A_i² + (k/2) ∑ u_i², with ∑ A_i² = 1.

The coupling g is the shift of the local excitation energy per unit displacement, and k > 0 is the stiffness of each site's local mode. Both are given parameters. They combine into Ep = g²/(2k), the energy gained when the lattice relaxes around an exciton on a single site.

There are two claims. The energy is stationary exactly when u_i = −gA_i²/k and (H − 2Ep A²)A = εA for some ε. For N ≥ 2, and with the displacements relaxed at fixed amplitudes, the one-site exciton lies below the uniform exciton exactly when

Ep (1 − 1/N) > 2t.

## The self-consistent equation

Change A to A + sB and u to u + sv, with ∑ A_i B_i = 0 so that the norm is preserved to first order in s. Shifting the summation index gives ∑ A_i B_{i−1} = ∑ A_{i+1} B_i, hence ∑ A_i (HB)_i = ∑ B_i (HA)_i. The coefficient of s in the energy is therefore

2 ∑ B_i [(HA)_i + g u_i A_i] + ∑ v_i (g A_i² + k u_i).

Suppose that it vanishes for all allowed B and v. Setting B = 0 and displacing one site at a time gives u_i = −gA_i²/k. Setting v = 0 shows that the force F_i = (HA)_i + g u_i A_i is orthogonal to every B orthogonal to A. Put ε = ∑ A_i F_i and choose B = F − εA. This B is allowed, because ∑ A_i B_i = ε − ε = 0, and

∑ B_i² = ∑ B_i F_i − ε ∑ B_i A_i = 0.

So F = εA. Since g u_i A_i = −g²A_i³/k = −2Ep A_i³, this is the stated nonlinear equation. Conversely, if both equations hold, the coefficient of s equals 2ε ∑ A_i B_i + 0 = 0.

## One site against the whole ring

For fixed A, complete the square at each site:

g u_i A_i² + (k/2) u_i² = (k/2)(u_i + gA_i²/k)² − Ep A_i⁴.

The lowest energy over all distortions is thus ∑ A_i (HA)_i − Ep ∑ A_i⁴.

For an exciton on site j alone, the neighbouring amplitudes vanish when N ≥ 2, so the hopping energy is 0. The fourth moment is 1, and the relaxed energy is −Ep. For the uniform state, A_i = 1/√N and HA = −2tA, so the hopping energy is −2t. The fourth moment is N · 1/N² = 1/N, and the relaxed energy is −2t − Ep/N. The inequality −Ep < −2t − Ep/N rearranges to the criterion.

The two states differ in status. The uniform state with u_i = −g/(kN) solves the stationarity equations, with ε = −2t − 2Ep/N. For the one-site state, the equation at site j+1, where the amplitude is zero, reads

−t (A_{j+2} + A_j) = 0.

Here A_j = 1 and A_{j+2} ≥ 0, so t = 0. Without hopping the equations do hold, with ε = −2Ep. For t ≠ 0 the one-site exciton is a trial state: when it wins, the uniform state is not the lowest one, but when it loses, a state spread over a few sites may still win.

For excited-state electronic structure, the criterion with t > 0 sets relaxation energy against exciton hopping, in a model with one exciton band, a classical lattice without kinetic energy and no internal electron–hole structure.

## The ring, the energy and the two states in Lean

Sites are elements of `ZMod N`, whose addition wraps around the ring, and `NeZero N` excludes N = 0.

```lean
import Mathlib

open Finset

namespace ExcitonPhononRing

noncomputable section

variable {N : ℕ} [NeZero N]
```

Amplitudes and displacements are functions `ZMod N → ℝ`, and `hop t A i` is (HA)_i.

```lean
/-- Nearest-neighbour hopping with amplitude `-t` on the ring, applied to the exciton
amplitude `A`. -/
def hop (t : ℝ) (A : ZMod N → ℝ) (i : ZMod N) : ℝ := -t * (A (i + 1) + A (i - 1))
```

For N ≥ 3 this is the usual ring. For N = 2 the two neighbours coincide and the bond is counted twice; for N = 1 the site is its own neighbour.

```lean
/-- Energy of an exciton `A` on a ring with site displacements `u`: hopping, local
exciton-phonon coupling `g`, and elastic energy with stiffness `k`. -/
def energy (t g k : ℝ) (A u : ZMod N → ℝ) : ℝ :=
  (∑ i, A i * hop t A i) + g * (∑ i, u i * A i ^ 2) + k / 2 * (∑ i, u i ^ 2)
```

The energy is defined for any amplitude. Normalisation enters later, as a hypothesis where it is needed.

```lean
/-- The lattice relaxation energy `Ep = g² / (2k)`, for nonzero stiffness `k`. -/
def polaronEnergy (g k : ℝ) : ℝ := g ^ 2 / (2 * k)
```

Stationarity is a statement about derivatives along straight lines: `HasDerivAt … 0 0` says that the derivative at s = 0 exists and is 0.

```lean
/-- The energy is stationary at `(A, u)`: its first-order change vanishes for every lattice
displacement `v` and every amplitude change `B` orthogonal to `A`. -/
def IsStationary (t g k : ℝ) (A u : ZMod N → ℝ) : Prop :=
  ∀ B v : ZMod N → ℝ, ∑ i, A i * B i = 0 →
    HasDerivAt (fun s : ℝ => energy t g k (fun i => A i + s * B i) (fun i => u i + s * v i)) 0 0
```

The two states being compared are both normalised.

```lean
/-- The exciton sits on the single site `j`. -/
def localized (j : ZMod N) : ZMod N → ℝ := fun i => if i = j then 1 else 0

/-- The exciton is spread evenly over a ring of `N ≥ 1` sites. -/
def uniform (N : ℕ) : ZMod N → ℝ := fun _ => 1 / √(N : ℝ)
```

## From the first variation to the nonlinear equation

Symmetry of the hopping operator is the index shift, carried out by summing over the bijection i ↦ i + 1.

```lean
/-- The hopping operator on the ring is symmetric. -/
theorem hop_symm (t : ℝ) (A B : ZMod N → ℝ) :
    ∑ i, A i * hop t B i = ∑ i, B i * hop t A i := by
  -- shift the summation index by one site
  have h : ∀ X Y : ZMod N → ℝ, ∑ i, X i * Y (i - 1) = ∑ i, Y i * X (i + 1) := by
    intro X Y
    rw [← Equiv.sum_comp (Equiv.addRight (1 : ZMod N)) (fun i => X i * Y (i - 1))]
    refine sum_congr rfl fun i _ => ?_
    simp only [Equiv.coe_addRight, add_sub_cancel_right]
    ring
  have e : ∀ X Y : ZMod N → ℝ, ∑ i, X i * hop t Y i =
      -t * (∑ i, X i * Y (i + 1) + ∑ i, X i * Y (i - 1)) := by
    intro X Y
    rw [← sum_add_distrib, mul_sum]
    exact sum_congr rfl fun i _ => by simp only [hop]; ring
  rw [e A B, e B A, h A B, h B A]
  ring
```

The next lemma computes the coefficient of s. Its step `hexp` writes the energy along the line as a cubic polynomial in s, which is then differentiated at 0; `hop_symm` merges the two hopping terms.

```lean
/-- First variation of the energy when the amplitude changes along `B` and the lattice
along `v`. -/
theorem first_variation (t g k : ℝ) (A B u v : ZMod N → ℝ) :
    HasDerivAt (fun s : ℝ => energy t g k (fun i => A i + s * B i) (fun i => u i + s * v i))
      (2 * (∑ i, B i * (hop t A i + g * u i * A i)) + ∑ i, v i * (g * A i ^ 2 + k * u i)) 0 := by
  -- along a line the energy is a cubic polynomial
  have hexp : ∀ s : ℝ, energy t g k (fun i => A i + s * B i) (fun i => u i + s * v i) =
      energy t g k A u
      + s * (∑ i, (A i * hop t B i + B i * hop t A i + 2 * g * u i * A i * B i
          + g * v i * A i ^ 2 + k * u i * v i))
      + s ^ 2 * (∑ i, (B i * hop t B i + g * (u i * B i ^ 2 + 2 * v i * A i * B i)
          + k / 2 * v i ^ 2))
      + s ^ 3 * (∑ i, g * v i * B i ^ 2) := by
    intro s
    simp only [energy, hop, mul_sum, ← sum_add_distrib]
    exact sum_congr rfl fun i _ => by ring
  have hD : (∑ i, (A i * hop t B i + B i * hop t A i + 2 * g * u i * A i * B i
          + g * v i * A i ^ 2 + k * u i * v i)) + ∑ i, B i * hop t A i =
      (∑ i, A i * hop t B i) + (2 * (∑ i, B i * (hop t A i + g * u i * A i))
        + ∑ i, v i * (g * A i ^ 2 + k * u i)) := by
    simp only [mul_sum, ← sum_add_distrib]
    exact sum_congr rfl fun i _ => by ring
  have hs := hop_symm t A B
  simp only [hexp]
  refine (((((hasDerivAt_id' (0 : ℝ)).mul_const _).const_add _).fun_add
    ((hasDerivAt_pow 2 (0 : ℝ)).mul_const _)).fun_add
    ((hasDerivAt_pow 3 (0 : ℝ)).mul_const _)).congr_deriv ?_
  norm_num
  linarith
```

The multiplier ε comes from testing the force with its own component orthogonal to A. The sum of squares in `h3` vanishes, so each term does.

```lean
/-- If a force `F` does no work along any direction orthogonal to the normalised
amplitude `A`, then `F` is a multiple of `A`. -/
theorem lagrange_multiplier (A F : ZMod N → ℝ) (hA : ∑ i, A i ^ 2 = 1)
    (h : ∀ B : ZMod N → ℝ, ∑ i, A i * B i = 0 → ∑ i, B i * F i = 0) :
    ∃ ε : ℝ, ∀ i, F i = ε * A i := by
  obtain ⟨ε, hε⟩ : ∃ ε : ℝ, ε = ∑ i, A i * F i := ⟨_, rfl⟩
  refine ⟨ε, fun i => ?_⟩
  -- test with the part of the force orthogonal to `A`
  have h1 : ∑ i, A i * (F i - ε * A i) = 0 := by
    have e : ∑ i, A i * (F i - ε * A i) = ∑ i, A i * F i - ε * ∑ i, A i ^ 2 := by
      rw [mul_sum, ← sum_sub_distrib]
      exact sum_congr rfl fun i _ => by ring
    rw [e, hA, ← hε]
    ring
  have h2 := h (fun i => F i - ε * A i) h1
  have h3 : ∑ i, (F i - ε * A i) ^ 2 = 0 := by
    have e : ∑ i, (F i - ε * A i) ^ 2 =
        ∑ i, (F i - ε * A i) * F i - ε * ∑ i, A i * (F i - ε * A i) := by
      rw [mul_sum, ← sum_sub_distrib]
      exact sum_congr rfl fun i _ => by ring
    rw [e, h1, h2]
    ring
  have h4 := (sum_eq_zero_iff_of_nonneg (fun i _ => sq_nonneg (F i - ε * A i))).1 h3 i
    (mem_univ i)
  have h5 := (pow_eq_zero_iff two_ne_zero).1 h4
  linarith
```

The first main theorem holds for every N ≥ 1, every real t and g, and k > 0, with `hA` stating that A is normalised. In the forward direction, uniqueness of the derivative equates the formula from `first_variation` with 0. The displacement `Pi.single i 1` moves site i alone and yields u_i; `lagrange_multiplier` then supplies ε. The converse substitutes both equations into the first variation.

```lean
/-- For `k > 0` and a normalised exciton, the energy is stationary exactly when the lattice
follows the density, `u = -g A² / k`, and `(H - 2 Ep A²) A = ε A` for some `ε`. -/
theorem stationary_iff {t g k : ℝ} (hk : 0 < k) {A u : ZMod N → ℝ} (hA : ∑ i, A i ^ 2 = 1) :
    IsStationary t g k A u ↔ (∀ i, u i = -g * A i ^ 2 / k) ∧
      ∃ ε : ℝ, ∀ i, hop t A i - 2 * polaronEnergy g k * A i ^ 2 * A i = ε * A i := by
  have hF : (∀ i, u i = -g * A i ^ 2 / k) → ∀ i, hop t A i + g * u i * A i =
      hop t A i - 2 * polaronEnergy g k * A i ^ 2 * A i := by
    intro hu i
    rw [hu i, polaronEnergy]
    ring
  constructor
  · intro h
    have hu : ∀ i, u i = -g * A i ^ 2 / k := by
      -- displace one site only
      intro i
      have h1 := (first_variation t g k A (fun _ => 0) u (Pi.single i 1)).unique
        (h (fun _ => 0) (Pi.single i 1) (by simp))
      simp only [zero_mul, sum_const_zero, mul_zero, zero_add, Pi.single_apply, ite_mul,
        one_mul, sum_ite_eq', mem_univ, if_true] at h1
      rw [eq_div_iff hk.ne']
      linarith
    refine ⟨hu, ?_⟩
    obtain ⟨ε, hε⟩ := lagrange_multiplier A (fun i => hop t A i + g * u i * A i) hA (by
      intro B hB
      have h1 := (first_variation t g k A B u (fun _ => 0)).unique (h B (fun _ => 0) hB)
      simp only [zero_mul, sum_const_zero, add_zero] at h1
      linarith)
    exact ⟨ε, fun i => (hF hu i).symm.trans (hε i)⟩
  · rintro ⟨hu, ε, hε⟩ B v hB
    refine (first_variation t g k A B u v).congr_deriv ?_
    have h1 : ∑ i, B i * (hop t A i + g * u i * A i) = ε * ∑ i, A i * B i := by
      rw [mul_sum]
      exact sum_congr rfl fun i _ => by rw [hF hu i, hε i]; ring
    have h2 : ∑ i, v i * (g * A i ^ 2 + k * u i) = 0 := by
      refine sum_eq_zero fun i _ => ?_
      have e := (eq_div_iff hk.ne').1 (hu i)
      have e' : g * A i ^ 2 + k * u i = 0 := by linarith
      rw [e', mul_zero]
    rw [h1, h2, hB]
    ring
```

## The relaxed energies compared

`IsLeast` says that the value is attained by some distortion and that no distortion goes below it. Both parts follow from the completed square `hsq`, and A need not be normalised.

```lean
/-- For `k > 0`, the lowest energy over all lattice displacements at fixed exciton
amplitude `A` is `⟨A, H A⟩ - Ep ∑ A⁴`. -/
theorem lattice_relaxation (t g : ℝ) {k : ℝ} (hk : 0 < k) (A : ZMod N → ℝ) :
    IsLeast (Set.range (energy t g k A))
      ((∑ i, A i * hop t A i) - polaronEnergy g k * ∑ i, A i ^ 4) := by
  -- complete the square in the displacements
  have hsq : ∀ u : ZMod N → ℝ, energy t g k A u + polaronEnergy g k * (∑ i, A i ^ 4) =
      (∑ i, A i * hop t A i) + k / 2 * ∑ i, (u i + g * A i ^ 2 / k) ^ 2 := by
    intro u
    simp only [energy, mul_sum, ← sum_add_distrib]
    refine sum_congr rfl fun i _ => ?_
    have e : k * (g * A i ^ 2 / k) = g * A i ^ 2 := by field_simp
    rw [polaronEnergy]
    linear_combination (-(u i + g * A i ^ 2 / k / 2)) * e
  constructor
  · refine ⟨fun i => -(g * A i ^ 2 / k), ?_⟩
    have h := hsq (fun i => -(g * A i ^ 2 / k))
    have h0 : ∑ i, (-(g * A i ^ 2 / k) + g * A i ^ 2 / k) ^ 2 = 0 :=
      sum_eq_zero fun i _ => by ring
    rw [h0] at h
    linarith
  · rintro _ ⟨u, rfl⟩
    have h := hsq u
    have h0 : 0 ≤ k / 2 * ∑ i, (u i + g * A i ^ 2 / k) ^ 2 :=
      mul_nonneg (by positivity) (sum_nonneg fun i _ => sq_nonneg _)
    linarith
```

The criterion is phrased without naming the minima: some distortion `u` puts the one-site exciton below the uniform exciton with every distortion `w`. Because both minima are attained, this is the same as comparing them. The steps `l1`, `l2`, `u1` and `u2` are the hopping energies and fourth moments found above, and the remaining step is linear arithmetic. The sign of t is not restricted, but for t < 0 hopping raises the energy of the uniform exciton, and the criterion always holds. This does not mean that the exciton then localises: for even N, the spread-out state with amplitudes ±1/√N of alternating sign has hopping energy −2|t|, and the one-site exciton lies below it, after relaxation, only when Ep (1 − 1/N) > 2|t|.

```lean
/-- For `k > 0` and `N ≥ 2`, some lattice distortion puts the one-site exciton below the
uniform exciton with any distortion, if and only if `Ep (1 - 1/N) > 2t`. -/
theorem localization_wins_iff (t g : ℝ) {k : ℝ} (hk : 0 < k) (hN : 2 ≤ N) (j : ZMod N) :
    (∃ u, ∀ w, energy t g k (localized j) u < energy t g k (uniform N) w) ↔
      2 * t < polaronEnergy g k * (1 - 1 / N) := by
  have : Fact (1 < N) := ⟨hN⟩
  have hN0 : (N : ℝ) ≠ 0 := Nat.cast_ne_zero.2 (NeZero.ne N)
  have hc : (1 / √(N : ℝ)) ^ 2 = 1 / N := by
    rw [div_pow, one_pow, Real.sq_sqrt (Nat.cast_nonneg N)]
  -- hopping energy and fourth moment of the two states
  have l1 : ∑ i, localized j i * hop t (localized j) i = 0 := by
    refine sum_eq_zero fun i _ => ?_
    by_cases h : i = j
    · simp [localized, hop, h]
    · simp [localized, h]
  have l2 : ∑ i, localized j i ^ 4 = 1 := by simp [localized, ite_pow]
  have u1 : ∑ i, uniform N i * hop t (uniform N) i = -2 * t := by
    have h : (N : ℝ) * (1 / √(N : ℝ)) ^ 2 = 1 := by rw [hc]; field_simp
    simp only [uniform, hop, sum_const, card_univ, ZMod.card, nsmul_eq_mul]
    linear_combination (-2 * t) * h
  have u2 : ∑ i, uniform N i ^ 4 = 1 / N := by
    simp only [uniform, sum_const, card_univ, ZMod.card, nsmul_eq_mul]
    rw [show (1 / √(N : ℝ)) ^ 4 = ((1 / √(N : ℝ)) ^ 2) ^ 2 by ring, hc]
    field_simp
  obtain ⟨⟨u0, hu0⟩, hl⟩ := lattice_relaxation t g hk (localized j)
  obtain ⟨⟨w0, hw0⟩, hm⟩ := lattice_relaxation t g hk (uniform N)
  rw [l1, l2] at hu0 hl
  rw [u1, u2] at hw0 hm
  have e : polaronEnergy g k * (1 - 1 / N) =
      polaronEnergy g k - polaronEnergy g k * (1 / N) := by ring
  rw [e]
  constructor
  · rintro ⟨u, h⟩
    have a := h w0
    have b := hl (Set.mem_range_self u)
    linarith
  · intro h
    refine ⟨u0, fun w => ?_⟩
    have b := hm (Set.mem_range_self w)
    linarith
```

## Which of the two states is stationary

For the uniform state, the distortion is part of the statement; the proof supplies ε and applies `stationary_iff`.

```lean
/-- For `k > 0`, the uniform exciton with the even distortion `u = -g / (k N)` is
stationary. -/
theorem uniform_stationary (t g : ℝ) {k : ℝ} (hk : 0 < k) :
    IsStationary t g k (uniform N) (fun _ => -g / (k * N)) := by
  have hN0 : (N : ℝ) ≠ 0 := Nat.cast_ne_zero.2 (NeZero.ne N)
  have hc : ∀ i, uniform N i ^ 2 = 1 / N := by
    intro i
    rw [uniform, div_pow, one_pow, Real.sq_sqrt (Nat.cast_nonneg N)]
  have hA : ∑ i, uniform N i ^ 2 = 1 := by
    simp only [hc, sum_const, card_univ, ZMod.card, nsmul_eq_mul]
    field_simp
  refine (stationary_iff hk hA).2 ⟨fun i => ?_, -2 * t - 2 * polaronEnergy g k / N, fun i => ?_⟩
  · rw [hc i]
    ring
  · rw [hc i]
    simp only [hop, uniform]
    ring
```

For the one-site state, the equation is evaluated at `j + 1`. The proof needs only that the amplitude at `j + 1 + 1` is non-negative, which also covers N = 2, where that site is j itself.

```lean
/-- For `k > 0` and `N ≥ 2`, the one-site exciton is stationary for some lattice distortion
only without hopping, and then it is. -/
theorem localized_stationary_iff (t g : ℝ) {k : ℝ} (hk : 0 < k) (hN : 2 ≤ N) (j : ZMod N) :
    (∃ u, IsStationary t g k (localized j) u) ↔ t = 0 := by
  have : Fact (1 < N) := ⟨hN⟩
  have hA : ∑ i, localized j i ^ 2 = 1 := by simp [localized, ite_pow]
  constructor
  · rintro ⟨u, h⟩
    obtain ⟨_, ε, hε⟩ := (stationary_iff hk hA).1 h
    -- look at the site next to the exciton
    have h0 := hε (j + 1)
    have h1 : localized j (j + 1) = 0 := by simp [localized]
    have h2 : localized j (j + 1 - 1) = 1 := by simp [localized]
    have h3 : 0 ≤ localized j (j + 1 + 1) := by
      unfold localized
      split_ifs <;> norm_num
    rw [hop, h1, h2] at h0
    have h4 : t * (localized j (j + 1 + 1) + 1) = 0 := by linarith
    rcases mul_eq_zero.1 h4 with h5 | h5
    · exact h5
    · linarith
  · intro ht
    refine ⟨fun i => -g * localized j i ^ 2 / k, (stationary_iff hk hA).2
      ⟨fun _ => rfl, -(2 * polaronEnergy g k), fun i => ?_⟩⟩
    by_cases h : i = j <;> simp [hop, localized, h, ht]

end

end ExcitonPhononRing
```

```lean
#print axioms ExcitonPhononRing.localization_wins_iff
-- 'ExcitonPhononRing.localization_wins_iff' depends on axioms: [propext, Classical.choice, Quot.sound]
#print axioms ExcitonPhononRing.uniform_stationary
-- 'ExcitonPhononRing.uniform_stationary' depends on axioms: [propext, Classical.choice, Quot.sound]
#print axioms ExcitonPhononRing.localized_stationary_iff
-- 'ExcitonPhononRing.localized_stationary_iff' depends on axioms: [propext, Classical.choice, Quot.sound]
```
